# On a finite interval with continuous potential, a positive solution at energy E bounds the energy of every normalised trial function vanishing at the walls from below by E

Q: Take a free particle between hard walls at x = −1 and x = 1, in units ħ²/2m = 1. The function u = cos x solves −u″ = u and is positive there. Why should that stop a real trial function φ with φ(−1) = φ(1) = 0 from having an energy below 1?

A: Differentiate φ²u′/u = −φ² tan x and complete the square:

(−φ² tan x)′ = φ′² − φ² − (φ′ + φ tan x)²

Integrate from −1 to 1. The left side gives zero because φ vanishes at the walls, so

∫φ′² − ∫φ² = ∫(φ′ + φ tan x)² ≥ 0.

For φ = 1 − x², ∫φ′² = 8/3 and ∫φ² = 16/15. The normalised energy is their ratio, 2.5, which is indeed above 1.

Q: But the lowest level in that box is π²/4 ≈ 2.467, not 1.

A: Yes. This u does not vanish at the walls, so its energy is only a lower bound. If u vanishes there too, it is itself an admissible trial function and the bound is attained.

Q: Then u′/u blows up at the walls. Do the general case with a potential V.

A: Let −u″ + Vu = Eu on [a,b], with u > 0 inside. Add a constant ε > 0 to the denominator and set q = u′/(u+ε). Since u″ = (V−E)u,

q′ = (V−E)u/(u+ε) − q².

The product rule then gives

(φ²q)′ = 2φφ′q + (V−E)φ²u/(u+ε) − φ²q²

= φ′² + (V−E)φ²u/(u+ε) − (φ′ − φq)².

Now φ²q really is zero at both walls, and integration yields

∫[φ′² + (V−E)φ²u/(u+ε)] = ∫(φ′ − φq)² ≥ 0.

Let ε → 0. The factor u/(u+ε) lies between 0 and 1 and tends to 1 inside, while the integrand stays below φ′² + |V−E|φ² in absolute value. The limit may therefore be taken under the integral:

∫(φ′² + Vφ²) ≥ E∫φ².

The trap is to set ε = 0 at once and drop the boundary term "because φ = 0". If u also vanishes at the wall, that term reads 0/0 and needs a limit. Lean evaluates 0/0 as 0, but that supplies no continuity at the wall.

Q: Now show me what the Lean version calls a solution.

```lean
import Mathlib

open Set MeasureTheory Filter Topology

namespace NodelessGroundState

noncomputable section

variable {V u du v dv φ dφ : ℝ → ℝ} {a b E E' : ℝ}

/-- `u`, with derivative `du`, solves the stationary Schrödinger equation `-u'' + V u = E u`
inside `[a, b]` (units `ħ²/2m = 1`); `u` and `du` are continuous up to the ends. -/
structure Solves (V : ℝ → ℝ) (E a b : ℝ) (u du : ℝ → ℝ) : Prop where
  cont : ContinuousOn u (Icc a b)
  cont_d : ContinuousOn du (Icc a b)
  deriv : ∀ x ∈ Ioo a b, HasDerivAt u (du x) x
  schrodinger : ∀ x ∈ Ioo a b, ∃ w, HasDerivAt du w x ∧ -w + V x * u x = E * u x
```

A: `Solves` pairs u with its derivative `du`. Both are continuous up to the walls, and the differential equation holds at every interior point, with `w` as the second derivative. Neither normalisation nor a boundary value is imposed on u. Beware of `E'`: it is a second energy, not a derivative.

Q: And the trial functions?

```lean
/-- `φ`, with derivative `dφ`, is a real C¹ trial function on `[a, b]` that vanishes at both
ends. -/
structure Trial (a b : ℝ) (φ dφ : ℝ → ℝ) : Prop where
  cont : ContinuousOn φ (Icc a b)
  cont_d : ContinuousOn dφ (Icc a b)
  deriv : ∀ x ∈ Ioo a b, HasDerivAt φ (dφ x) x
  left : φ a = 0
  right : φ b = 0
```

A: They are real, continuously differentiable and zero at both walls. They need not satisfy any Schrödinger equation.

```lean
/-- The energy functional `∫ (φ'² + V φ²)` on `[a, b]`. -/
def energy (V : ℝ → ℝ) (a b : ℝ) (φ dφ : ℝ → ℝ) : ℝ :=
  ∫ x in a..b, (dφ x ^ 2 + V x * φ x ^ 2)

/-- The squared norm `∫ φ²` on `[a, b]`. -/
def normSq (a b : ℝ) (φ : ℝ → ℝ) : ℝ := ∫ x in a..b, φ x ^ 2
```

The name `energy` differs from textbook use: it is the functional before division by the squared norm `normSq`. For nonzero φ, the expectation value is the quotient of the two.

In these terms, the main theorem, `nodeless_is_lowest`, says: if a < b, V is continuous on [a,b], u solves the equation at E and u > 0 on the open interval, then E times `normSq` is at most `energy` for every trial function.

Q: Which physics does that leave out?

A: Continuity of V on the closed interval excludes jumps, delta potentials and a Coulomb singularity. The walls stand for infinitely high barriers. An oscillator on the whole line is not covered: sending the walls to infinity, for instance, would be a further step that is not carried out here. The existence of a nodeless solution is assumed, not derived.

Q: Does the positivity of u do any work?

A: It does. In a box of length L, sin(2πx/L) solves the free equation at 4π²/L², yet sin(πx/L) has the lower energy π²/L². So a solution that changes sign inside gives no such bound in general.

Q: Take me through the proof, then.

A: The first lemma is bookkeeping: it splits the integral of φ′² + (V−E)φ² into the energy minus E times the squared norm. Continuity makes both parts integrable.

```lean
/-- For continuous `V`, the energy of a trial function minus `E` times its squared norm is
the integral of `φ'² + (V - E) φ²`. -/
theorem energy_excess (hab : a ≤ b) (hV : ContinuousOn V (Icc a b)) (hφ : Trial a b φ dφ) :
    ∫ x in a..b, (dφ x ^ 2 + (V x - E) * φ x ^ 2) =
      energy V a b φ dφ - E * normSq a b φ := by
  have i1 : IntervalIntegrable (fun x => dφ x ^ 2 + V x * φ x ^ 2) volume a b :=
    ContinuousOn.intervalIntegrable_of_Icc hab
      ((hφ.cont_d.pow 2).add (hV.mul (hφ.cont.pow 2)))
  have i2 : IntervalIntegrable (fun x => E * φ x ^ 2) volume a b :=
    ContinuousOn.intervalIntegrable_of_Icc hab (continuousOn_const.mul (hφ.cont.pow 2))
  unfold energy normSq
  rw [← intervalIntegral.integral_const_mul, ← intervalIntegral.integral_sub i1 i2]
  congr 1
  funext x
  ring
```

Next comes the derivative of the flux φ²u′/(u+ε). The product and quotient rules produce `h`, the Schrödinger equation replaces `w` by (V−E)u, and `field_simp` with `ring` completes the square.

```lean
/-- If `u` solves the Schrödinger equation at energy `E` and `φ` is a trial function, then at
interior points where `u + ε` is nonzero the flux `φ² u' / (u + ε)` has as derivative
`φ'² + (V - E) φ² u / (u + ε)` minus a perfect square. -/
theorem hasDerivAt_flux (hu : Solves V E a b u du) (hφ : Trial a b φ dφ) {ε x : ℝ}
    (hx : x ∈ Ioo a b) (hne : u x + ε ≠ 0) :
    HasDerivAt (fun y => φ y ^ 2 * (du y / (u y + ε)))
      (dφ x ^ 2 + (V x - E) * φ x ^ 2 * (u x / (u x + ε))
        - (dφ x - φ x * (du x / (u x + ε))) ^ 2) x := by
  obtain ⟨w, hw, hS⟩ := hu.schrodinger x hx
  have h2 : HasDerivAt (fun y => φ y ^ 2) (2 * φ x * dφ x) x := by
    simpa using (hφ.deriv x hx).fun_pow 2
  have h := h2.fun_mul (hw.fun_div ((hu.deriv x hx).add_const ε) hne)
  refine h.congr_deriv ?_
  -- the Schrödinger equation eliminates the second derivative
  have hw' : w = (V x - E) * u x := by linarith
  rw [hw']
  field_simp
  ring
```

Integration uses a form of the fundamental theorem that needs derivatives only inside the interval and continuity up to the ends. `hφ.left` and `hφ.right` remove the boundary terms.

```lean
/-- If `V` is continuous, `u` solves the Schrödinger equation at energy `E` and `u + ε > 0` on
`[a, b]`, then for a trial function `φ` the integral of `φ'² + (V - E) φ² u / (u + ε)` is the
integral of a square. -/
theorem weighted_excess (hab : a ≤ b) (hV : ContinuousOn V (Icc a b))
    (hu : Solves V E a b u du) (hφ : Trial a b φ dφ) (ε : ℝ)
    (hpos : ∀ x ∈ Icc a b, 0 < u x + ε) :
    ∫ x in a..b, (dφ x ^ 2 + (V x - E) * φ x ^ 2 * (u x / (u x + ε))) =
      ∫ x in a..b, (dφ x - φ x * (du x / (u x + ε))) ^ 2 := by
  have hne : ∀ x ∈ Icc a b, u x + ε ≠ 0 := fun x hx => (hpos x hx).ne'
  have hc : ContinuousOn (fun x => u x + ε) (Icc a b) := hu.cont.add continuousOn_const
  have hq : ContinuousOn (fun x => du x / (u x + ε)) (Icc a b) := hu.cont_d.div hc hne
  have iF : IntervalIntegrable
      (fun x => dφ x ^ 2 + (V x - E) * φ x ^ 2 * (u x / (u x + ε))) volume a b :=
    ContinuousOn.intervalIntegrable_of_Icc hab ((hφ.cont_d.pow 2).add
      (((hV.sub continuousOn_const).mul (hφ.cont.pow 2)).mul (hu.cont.div hc hne)))
  have iG : IntervalIntegrable
      (fun x => (dφ x - φ x * (du x / (u x + ε))) ^ 2) volume a b :=
    ContinuousOn.intervalIntegrable_of_Icc hab ((hφ.cont_d.sub (hφ.cont.mul hq)).pow 2)
  have key : ∫ x in a..b, (dφ x ^ 2 + (V x - E) * φ x ^ 2 * (u x / (u x + ε))
        - (dφ x - φ x * (du x / (u x + ε))) ^ 2) =
      φ b ^ 2 * (du b / (u b + ε)) - φ a ^ 2 * (du a / (u a + ε)) :=
    intervalIntegral.integral_eq_sub_of_hasDerivAt_of_le
      (f := fun x => φ x ^ 2 * (du x / (u x + ε))) hab ((hφ.cont.pow 2).mul hq)
      (fun x hx => hasDerivAt_flux hu hφ hx (hne x (Ioo_subset_Icc_self hx))) (iF.sub iG)
  -- the flux vanishes at both ends
  rw [intervalIntegral.integral_sub iF iG, hφ.left, hφ.right] at key
  linarith
```

Q: And when u is positive at the walls as well, as cos x was?

A: Then ε = 0 is allowed, and the excess is exactly the integral of a square, as in the first example.

```lean
/-- If `V` is continuous and a solution `u` at energy `E` is positive on all of `[a, b]`, the energy
of a trial function exceeds `E ∫ φ²` by exactly `∫ (φ' - φ u'/u)²`. -/
theorem excess_eq_square (hab : a ≤ b) (hV : ContinuousOn V (Icc a b))
    (hu : Solves V E a b u du) (hφ : Trial a b φ dφ) (hpos : ∀ x ∈ Icc a b, 0 < u x) :
    energy V a b φ dφ - E * normSq a b φ =
      ∫ x in a..b, (dφ x - φ x * (du x / u x)) ^ 2 := by
  have h := weighted_excess hab hV hu hφ 0 (fun x hx => by simpa using hpos x hx)
  simp only [add_zero] at h
  rw [← energy_excess hab hV hφ, ← h]
  refine intervalIntegral.integral_congr fun x hx => ?_
  rw [uIcc_of_le hab] at hx
  simp only [div_self (hpos x hx).ne', mul_one]
```

Q: So the limit is needed only when u vanishes at a wall.

A: Right. The proof first extends u > 0 inside to u ≥ 0 on the closed interval by continuity. It then takes ε = 1/(n+1). The four parts of `hlim` are measurability, the bound I gave above, integrability of that bound, and pointwise convergence. At x = b, where u may vanish, convergence holds because φ(b) = 0. Each shifted integral is that of a square, so `ge_of_tendsto'` carries nonnegativity to the limit.

```lean
/-- If `V` is continuous on `[a, b]` and a solution at energy `E` is positive inside the interval,
every trial function has energy at least `E ∫ φ²`. -/
theorem nodeless_is_lowest (hab : a < b) (hV : ContinuousOn V (Icc a b))
    (hu : Solves V E a b u du) (hpos : ∀ x ∈ Ioo a b, 0 < u x) (hφ : Trial a b φ dφ) :
    E * normSq a b φ ≤ energy V a b φ dφ := by
  have hcl := closure_Ioo hab.ne
  have hnn : ∀ x ∈ Icc a b, 0 ≤ u x := fun x hx =>
    le_on_closure (f := fun _ => (0 : ℝ)) (g := u) (s := Ioo a b)
      (fun y hy => (hpos y hy).le) continuousOn_const
      (by rw [hcl]; exact hu.cont) (by rw [hcl]; exact hx)
  have hε : ∀ n : ℕ, (0 : ℝ) < 1 / ((n : ℝ) + 1) := fun n => by positivity
  have hp : ∀ n : ℕ, ∀ x ∈ Icc a b, 0 < u x + 1 / ((n : ℝ) + 1) := fun n x hx =>
    add_pos_of_nonneg_of_pos (hnn x hx) (hε n)
  -- remove the shift by dominated convergence
  have hlim : Tendsto (fun n : ℕ => ∫ x in a..b,
      (dφ x ^ 2 + (V x - E) * φ x ^ 2 * (u x / (u x + 1 / ((n : ℝ) + 1))))) atTop
      (𝓝 (∫ x in a..b, (dφ x ^ 2 + (V x - E) * φ x ^ 2))) := by
    apply intervalIntegral.tendsto_integral_filter_of_dominated_convergence
      (fun x => dφ x ^ 2 + |V x - E| * φ x ^ 2)
    · refine Eventually.of_forall fun n => ?_
      rw [uIoc_of_le hab.le]
      exact (ContinuousOn.intervalIntegrable_of_Icc (μ := volume) hab.le
        ((hφ.cont_d.pow 2).add (((hV.sub continuousOn_const).mul (hφ.cont.pow 2)).mul
          (hu.cont.div (hu.cont.add continuousOn_const)
            (fun x hx => (hp n x hx).ne'))))).aestronglyMeasurable
    · refine Eventually.of_forall fun n => Eventually.of_forall fun x hx => ?_
      rw [uIoc_of_le hab.le] at hx
      have hx' := Ioc_subset_Icc_self hx
      have hr0 : 0 ≤ u x / (u x + 1 / ((n : ℝ) + 1)) := div_nonneg (hnn x hx') (hp n x hx').le
      have hr1 : u x / (u x + 1 / ((n : ℝ) + 1)) ≤ 1 := by
        rw [div_le_one (hp n x hx')]
        linarith [hε n]
      have hm := mul_le_of_le_one_right
        (mul_nonneg (abs_nonneg (V x - E)) (sq_nonneg (φ x))) hr1
      rw [Real.norm_eq_abs]
      refine (abs_add_le _ _).trans ?_
      rw [abs_mul, abs_mul, abs_of_nonneg (sq_nonneg (dφ x)),
        abs_of_nonneg (sq_nonneg (φ x)), abs_of_nonneg hr0]
      linarith
    · exact ContinuousOn.intervalIntegrable_of_Icc hab.le ((hφ.cont_d.pow 2).add
        ((hV.sub continuousOn_const).abs.mul (hφ.cont.pow 2)))
    · refine Eventually.of_forall fun x hx => ?_
      rw [uIoc_of_le hab.le] at hx
      rcases eq_or_lt_of_le hx.2 with hxb | hxb
      · simp [hxb, hφ.right]
      · have hux := hpos x ⟨hx.1, hxb⟩
        have h : Tendsto (fun n : ℕ => u x / (u x + 1 / ((n : ℝ) + 1))) atTop
            (𝓝 (u x / (u x + 0))) :=
          Tendsto.div tendsto_const_nhds
            (tendsto_const_nhds.add tendsto_one_div_add_atTop_nhds_zero_nat)
            (by simpa using hux.ne')
        rw [add_zero, div_self hux.ne'] at h
        simpa only [mul_one] using (h.const_mul ((V x - E) * φ x ^ 2)).const_add (dφ x ^ 2)
  have h0 : 0 ≤ ∫ x in a..b, (dφ x ^ 2 + (V x - E) * φ x ^ 2) :=
    ge_of_tendsto' hlim fun n => by
      rw [weighted_excess hab.le hV hu hφ _ (hp n)]
      exact intervalIntegral.integral_nonneg hab.le fun x _ => sq_nonneg _
  rw [energy_excess hab.le hV hφ] at h0
  linarith
```

Q: You said the bound is attained when u vanishes at both walls.

A: Integrate (uu′)′ = u′² + (V−E)u². The boundary terms vanish, leaving ∫(u′² + Vu²) = E∫u².

```lean
/-- For continuous `V`, a solution at energy `E` that vanishes at both ends has energy
functional exactly `E ∫ u²`. -/
theorem energy_of_stationary (hab : a ≤ b) (hV : ContinuousOn V (Icc a b))
    (hu : Solves V E a b u du) (ha : u a = 0) (hb : u b = 0) :
    energy V a b u du = E * normSq a b u := by
  have ht : Trial a b u du := ⟨hu.cont, hu.cont_d, hu.deriv, ha, hb⟩
  have key : ∫ x in a..b, (du x ^ 2 + (V x - E) * u x ^ 2) = u b * du b - u a * du a := by
    refine intervalIntegral.integral_eq_sub_of_hasDerivAt_of_le (f := fun x => u x * du x)
      hab (hu.cont.mul hu.cont_d) (fun x hx => ?_)
      (ContinuousOn.intervalIntegrable_of_Icc hab ((hu.cont_d.pow 2).add
        ((hV.sub continuousOn_const).mul (hu.cont.pow 2))))
    obtain ⟨w, hw, hS⟩ := hu.schrodinger x hx
    refine ((hu.deriv x hx).fun_mul hw).congr_deriv ?_
    linear_combination -u x * hS
  rw [energy_excess hab hV ht, ha, hb] at key
  linarith
```

Q: Can another stationary state lie lower?

A: No. Let v be a solution at E′ that vanishes at the walls and is not identically zero. Use v as the trial function: E∫v² ≤ E′∫v². Since v is continuous and nonzero somewhere, ∫v² > 0, and division gives E ≤ E′. The inequality is not strict, so this says nothing about degeneracy.

```lean
/-- For continuous `V`, if a solution at energy `E` is positive inside `[a, b]`, then any
solution that vanishes at both ends and is not identically zero has energy `E' ≥ E`. -/
theorem nodeless_level_le (hab : a < b) (hV : ContinuousOn V (Icc a b))
    (hu : Solves V E a b u du) (hpos : ∀ x ∈ Ioo a b, 0 < u x)
    (hv : Solves V E' a b v dv) (ha : v a = 0) (hb : v b = 0)
    (hne : ∃ x ∈ Icc a b, v x ≠ 0) : E ≤ E' := by
  have h := nodeless_is_lowest hab hV hu hpos ⟨hv.cont, hv.cont_d, hv.deriv, ha, hb⟩
  rw [energy_of_stationary hab.le hV hv ha hb] at h
  obtain ⟨c, hc, hvc⟩ := hne
  have hN : 0 < normSq a b v :=
    intervalIntegral.integral_pos hab (hv.cont.pow 2) (fun x _ => sq_nonneg _)
      ⟨c, hc, by positivity⟩
  exact le_of_mul_le_mul_right h hN
```

Q: Finish with a case where I know the answer.

A: Take the box from 0 to L. The wave sin(kx) has energy k², by differentiating twice.

```lean
/-- The standing wave `sin (k x)` solves the free Schrödinger equation at energy `k²`. -/
theorem solves_sine_witness (k a b : ℝ) :
    Solves (fun _ => 0) (k ^ 2) a b (fun x => Real.sin (k * x))
      (fun x => k * Real.cos (k * x)) := by
  have hk : ∀ x : ℝ, HasDerivAt (fun y => k * y) k x := fun x => by
    simpa using (hasDerivAt_id x).const_mul k
  refine ⟨by fun_prop, by fun_prop, fun x _ => ?_, fun x _ => ?_⟩
  · exact (hk x).sin.congr_deriv (by ring)
  · exact ⟨_, (hk x).cos.const_mul k, by ring⟩
```

With k = π/L the wave is positive inside, because 0 < πx/L < π there. The main theorem then bounds the kinetic energy.

```lean
/-- In a box of length `L > 0` with zero potential, every trial function has kinetic energy
`∫ φ'²` at least `(π/L)² ∫ φ²`. -/
theorem box_bound {L : ℝ} (hL : 0 < L) (hφ : Trial 0 L φ dφ) :
    (Real.pi / L) ^ 2 * normSq 0 L φ ≤ ∫ x in (0 : ℝ)..L, dφ x ^ 2 := by
  have h := nodeless_is_lowest hL continuousOn_const
    (solves_sine_witness (Real.pi / L) 0 L) (fun x hx => ?_) hφ
  · simpa [energy] using h
  · -- the half wave has no node inside the box
    apply Real.sin_pos_of_pos_of_lt_pi
    · exact mul_pos (div_pos Real.pi_pos hL) hx.1
    · rw [div_mul_eq_mul_div, div_lt_iff₀ hL]
      exact mul_lt_mul_of_pos_left hx.2 Real.pi_pos

end

end NodelessGroundState
```

Shift the first example to [0,2], so that φ = x(2−x). Its normalised energy is still 2.5, now against the bound π²/4 ≈ 2.467: the parabola is about 1.3 per cent too high.

Q: What would I use this for?

A: In variational work on one particle in one dimension between hard walls, an exact solution without interior nodes gives a floor for every admissible trial energy. A computed value below that floor signals an error in the calculation.

```lean
#print axioms NodelessGroundState.excess_eq_square
#print axioms NodelessGroundState.nodeless_is_lowest
#print axioms NodelessGroundState.nodeless_level_le
#print axioms NodelessGroundState.box_bound
```

```
'NodelessGroundState.excess_eq_square' depends on axioms: [propext, Classical.choice, Quot.sound]
'NodelessGroundState.nodeless_is_lowest' depends on axioms: [propext, Classical.choice, Quot.sound]
'NodelessGroundState.nodeless_level_le' depends on axioms: [propext, Classical.choice, Quot.sound]
'NodelessGroundState.box_bound' depends on axioms: [propext, Classical.choice, Quot.sound]
```
